# A non-interacting gas of instantons and anti-instantons sums to $\exp(2k\cos\theta)$, and its winding sectors are the Fourier coefficients

Take a particle in a periodic potential and follow it in imaginary (Euclidean) time. An instanton carries it one well to the right, an anti-instanton one well to the left. Give each event a real factor $k$, and a phase $e^{i\theta}$ for a step right or $e^{-i\theta}$ for a step left. With at most one event, the amplitude is

$$1 + k e^{i\theta} + k e^{-i\theta} = 1 + 2k\cos\theta .$$

With exactly two events there are three possibilities: two steps right, one each way, or two steps left. Identical events bring a factor $1/2!$, so

$$\tfrac{k^2}{2}e^{2i\theta} + k^2 + \tfrac{k^2}{2}e^{-2i\theta} = \tfrac12(2k\cos\theta)^2 .$$

These are the first terms of $\exp(2k\cos\theta)$. The phase also labels the net displacement: of the two-event terms, only $k^2$ returns the particle to its starting well, and it is the part that survives an average over $\theta$.

## Configurations, weights and phases

```lean
import Mathlib

open Complex

namespace DiluteInstantonGas

noncomputable section
```

The file loads the library Mathlib and opens the namespace `Complex`, so that `exp` and `I` below mean the complex exponential and the imaginary unit.

```lean
/-- The weight `k^(n+m)/(n! m!)` of a configuration `p = (n, m)` of `n` instantons and
`m` anti-instantons. -/
def weight (k : ℝ) (p : ℕ × ℕ) : ℝ :=
  k ^ (p.1 + p.2) / (p.1.factorial * p.2.factorial)
```

A configuration is a pair `p` of natural numbers, with `p.1` $=n$ instantons and `p.2` $=m$ anti-instantons. Its weight is

$$w_{n,m} = \frac{k^{n+m}}{n!\,m!}.$$

In the physics $k=KT$, where $T$ is the Euclidean time and $K$ is the amplitude per unit time for one tunnelling event, containing the exponential of minus the instanton action and the fluctuation prefactor. Integrating the times of $n+m$ ordered events gives $T^{n+m}/(n+m)!$, and the $(n+m)!/(n!\,m!)$ orderings of the two kinds turn this into $T^{n+m}/(n!\,m!)$.

The definition takes this weight as given. It stands for events that do not interact, which is reasonable when $K$ times the duration of an instanton is small. Neither that duration nor the potential appears in the file.

```lean
/-- The winding `n - m`: the net number of wells crossed by the configuration `(n, m)`. -/
def winding (p : ℕ × ℕ) : ℤ := (p.1 : ℤ) - (p.2 : ℤ)
```

The winding $n-m$ is an integer, `ℤ`, and may be negative. The conversions `(p.1 : ℤ)` matter because subtraction of natural numbers in Lean stops at zero.

```lean
/-- The contribution of a configuration at Bloch angle `θ`: its weight times the phase
`exp(iθ(n - m))`. -/
def thetaTerm (k θ : ℝ) (p : ℕ × ℕ) : ℂ :=
  (weight k p : ℂ) * exp ((winding p : ℂ) * θ * I)
```

This is one term of the gas, $w_{n,m}\,e^{i\theta(n-m)}$. Up to a sign, the Bloch angle $\theta$ is the crystal momentum times the lattice spacing, with $\hbar=1$; the sign does not affect the band found below, because $\cos\theta$ is even. The annotation `: ℂ` regards a real or integer quantity as a complex number.

```lean
/-- The `j`-th Fourier coefficient of `exp(2k cos θ)`, as an integral over one period. -/
def bandFourier (k : ℝ) (j : ℤ) : ℂ :=
  (1 / (2 * Real.pi) : ℂ) * ∫ θ in (0 : ℝ)..(2 * Real.pi),
    ((Real.exp (2 * k * Real.cos θ) : ℝ) : ℂ) * exp (-((j : ℂ) * θ * I))
```

The Fourier coefficient is defined without reference to instantons:

$$c_j = \frac{1}{2\pi}\int_0^{2\pi} e^{2k\cos\theta}\,e^{-ij\theta}\,d\theta ,\qquad j\in\mathbb Z .$$

This fixes the convention: the factor $1/2\pi$ and the minus sign sit in the coefficient.

## The double series and the band

```lean
/-- The sum over all numbers of instantons and anti-instantons at Bloch angle `θ` converges
to `exp(2k cos θ)`. -/
theorem hasSum_thetaTerm (k θ : ℝ) :
    HasSum (thetaTerm k θ) ((Real.exp (2 * k * Real.cos θ) : ℝ) : ℂ) := by
  have hexp : ∀ z : ℂ, HasSum (fun n : ℕ => z ^ n / (n.factorial : ℂ)) (exp z) := by
    intro z
    rw [Complex.exp_eq_exp_ℂ]
    exact NormedSpace.expSeries_div_hasSum_exp z
  -- instantons and anti-instantons are independent: the double series is a product
  have hprod : ∀ (f g : ℕ → ℂ) (s t : ℂ), HasSum f s → HasSum g t →
      HasSum (fun p : ℕ × ℕ => f p.1 * g p.2) (s * t) := fun f g s t hf hg =>
    hf.mul hg (summable_mul_of_summable_norm
      (summable_norm_iff.mpr hf.summable) (summable_norm_iff.mpr hg.summable))
  have h := hprod _ _ _ _ (hexp (k * exp (θ * I))) (hexp (k * exp (-θ * I)))
  have hterm : thetaTerm k θ = fun p : ℕ × ℕ =>
      (k * exp (θ * I)) ^ p.1 / (p.1.factorial : ℂ)
        * ((k * exp (-θ * I)) ^ p.2 / (p.2.factorial : ℂ)) := by
    funext p
    have hp : (winding p : ℂ) * θ * I
        = (p.1 : ℂ) * (θ * I) + (p.2 : ℂ) * (-θ * I) := by
      simp only [winding]
      push_cast
      ring
    rw [thetaTerm, hp, Complex.exp_add, Complex.exp_nat_mul, Complex.exp_nat_mul, weight]
    push_cast
    rw [mul_pow, mul_pow, pow_add]
    ring
  -- the two exponents add up to the cosine
  have hcos : (k : ℂ) * exp (θ * I) + k * exp (-θ * I)
      = ((2 * k * Real.cos θ : ℝ) : ℂ) := by
    push_cast
    rw [Complex.cos]
    ring
  rw [← Complex.exp_add, hcos, ← Complex.ofReal_exp] at h
  rw [hterm]
  exact h
```

`HasSum f s` says that the sum of the terms `f` converges to `s` irrespective of the order of summation. The theorem therefore reads, for all real $k$ and $\theta$,

$$\sum_{n,m\ge 0}\frac{k^{n+m}}{n!\,m!}e^{i\theta(n-m)} = e^{2k\cos\theta}.$$

By hand, split the phase between the two kinds of event:

$$\frac{k^{n+m}}{n!\,m!}e^{i\theta(n-m)} = \frac{(ke^{i\theta})^n}{n!}\cdot\frac{(ke^{-i\theta})^m}{m!}.$$

The double sum is then a product of two exponential series,

$$\exp(ke^{i\theta})\exp(ke^{-i\theta}) = \exp\big(k(e^{i\theta}+e^{-i\theta})\big) = \exp(2k\cos\theta).$$

The proof has the same parts. `hexp` is the exponential series, `hprod` multiplies two series using their absolute convergence, `hterm` is the splitting of the phase, and `hcos` adds the exponents.

```lean
/-- With `k = KT` for a Euclidean time `T ≠ 0`, minus the logarithm of the instanton sum
divided by `T` is the band energy `-2K cos θ`. -/
theorem band_energy (K T θ : ℝ) (hT : T ≠ 0) :
    -Real.log (∑' p, thetaTerm (K * T) θ p).re / T = -2 * K * Real.cos θ := by
  rw [(hasSum_thetaTerm (K * T) θ).tsum_eq, Complex.ofReal_re, Real.log_exp,
    div_eq_iff hT]
  ring
```

Here `∑'` is the value of the infinite sum and `.re` its real part; the sum is real by the previous theorem. With $k=KT$,

$$-\frac1T\log e^{2KT\cos\theta} = -2K\cos\theta .$$

This is the tight-binding form of the lowest band of a periodic potential, obtained here for non-interacting instantons and measured from the energy of a single well, since the zero-point factor is not part of the weight. The identity holds at every $T\neq0$, without a limit of long times, because at fixed $\theta$ this gas is a single exponential in $T$.

The hypothesis `hT : T ≠ 0` is needed. At $T=0$ the amplitude is $1$ whatever $K$ is, and carries no information about the energy. Lean assigns division by zero the value $0$, so for $K=1$, $\theta=0$ the left side would be $0$ and the right side $-2$.

## Projection onto one winding

```lean
/-- The Bloch phase does not change the modulus of a configuration's contribution. -/
theorem norm_thetaTerm (k θ : ℝ) (p : ℕ × ℕ) : ‖thetaTerm k θ p‖ = |weight k p| := by
  have h : (winding p : ℂ) * θ * I = (((winding p : ℝ) * θ : ℝ) : ℂ) * I := by
    push_cast
    ring
  rw [thetaTerm, h, norm_mul, Complex.norm_exp_ofReal_mul_I, mul_one, Complex.norm_real,
    Real.norm_eq_abs]
```

A phase has modulus one, so $|w_{n,m}e^{i\theta(n-m)}| = |w_{n,m}|$. The proof writes the exponent as a real number times `I` and applies the library lemma for that form. The bound does not depend on $\theta$, which the exchange of sum and integral below relies on.

```lean
/-- The harmonic `exp(ilθ)` with integer `l` integrates over one period to `2π` if `l = 0`
and to zero otherwise. -/
theorem integral_harmonic (l : ℤ) :
    ∫ θ in (0 : ℝ)..(2 * Real.pi), exp ((l : ℂ) * θ * I)
      = if l = 0 then (2 * Real.pi : ℂ) else 0 := by
  split_ifs with hl
  · subst hl
    simp
  · have hc : (l : ℂ) * I ≠ 0 := mul_ne_zero (Int.cast_ne_zero.mpr hl) I_ne_zero
    have hf : (fun θ : ℝ => exp ((l : ℂ) * θ * I))
        = fun θ : ℝ => exp ((l : ℂ) * I * θ) := by
      funext θ
      congr 1
      ring
    have h1 : exp ((l : ℂ) * I * ((2 * Real.pi : ℝ) : ℂ)) = 1 := by
      rw [← Complex.exp_int_mul_two_pi_mul_I l]
      congr 1
      push_cast
      ring
    rw [hf, integral_exp_mul_complex hc, h1]
    simp
```

For an integer $l\neq0$,

$$\int_0^{2\pi}e^{il\theta}\,d\theta = \frac{e^{2\pi il}-1}{il} = 0,$$

and for $l=0$ the integrand is $1$ and the integral $2\pi$. `split_ifs` separates the two cases, and `h1` is the statement $e^{2\pi il}=1$.

Integrality is essential: for $l=\tfrac12$ the integral is $4i$, not zero.

```lean
/-- The weights of all configurations with fixed winding `n - m = j` sum to the `j`-th
Fourier coefficient of `exp(2k cos θ)`. -/
theorem hasSum_sector (k : ℝ) (j : ℤ) :
    HasSum (fun p : {p : ℕ × ℕ // winding p = j} => (weight k p.1 : ℂ))
      (bandFourier k j) := by
  have hs : Summable (fun p => |weight k p|) := by
    simpa only [norm_thetaTerm] using summable_norm_iff.mpr (hasSum_thetaTerm k 0).summable
  have hphase : ∀ t : ℝ, ‖exp (-((j : ℂ) * t * I))‖ = 1 := by
    intro t
    have h : -((j : ℂ) * t * I) = ((-((j : ℝ) * t) : ℝ) : ℂ) * I := by
      push_cast
      ring
    rw [h, Complex.norm_exp_ofReal_mul_I]
  -- exchange the sum over configurations with the integral over the Bloch angle
  have hI : HasSum
      (fun p => ∫ t in (0 : ℝ)..(2 * Real.pi), thetaTerm k t p * exp (-((j : ℂ) * t * I)))
      (∫ t in (0 : ℝ)..(2 * Real.pi),
        ((Real.exp (2 * k * Real.cos t) : ℝ) : ℂ) * exp (-((j : ℂ) * t * I))) := by
    apply intervalIntegral.hasSum_integral_of_dominated_convergence
      (fun p _ => |weight k p|)
    · intro p
      apply Continuous.aestronglyMeasurable
      unfold thetaTerm
      fun_prop
    · intro p
      refine Filter.Eventually.of_forall fun t _ => ?_
      rw [norm_mul, norm_thetaTerm, hphase, mul_one]
    · exact Filter.Eventually.of_forall fun t _ => hs
    · exact intervalIntegrable_const
    · exact Filter.Eventually.of_forall fun t _ => (hasSum_thetaTerm k t).mul_right _
  have hpi : (Real.pi : ℂ) ≠ 0 := Complex.ofReal_ne_zero.mpr Real.pi_ne_zero
  refine (hasSum_subtype_iff_indicator (f := fun p : ℕ × ℕ => (weight k p : ℂ))
    (s := {p : ℕ × ℕ | winding p = j})).mpr ?_
  suffices hfun : Set.indicator {p : ℕ × ℕ | winding p = j} (fun p => (weight k p : ℂ))
      = fun p => (1 / (2 * Real.pi) : ℂ) * ∫ t in (0 : ℝ)..(2 * Real.pi),
        thetaTerm k t p * exp (-((j : ℂ) * t * I)) by
    rw [hfun]
    unfold bandFourier
    exact hI.mul_left (1 / (2 * Real.pi) : ℂ)
  funext p
  -- orthogonality keeps only the configurations of winding `j`
  have hf : (fun t : ℝ => thetaTerm k t p * exp (-((j : ℂ) * t * I)))
      = fun t : ℝ => (weight k p : ℂ) * exp (((winding p - j : ℤ) : ℂ) * t * I) := by
    funext t
    have ht : (winding p : ℂ) * t * I + -((j : ℂ) * t * I)
        = ((winding p - j : ℤ) : ℂ) * t * I := by
      push_cast
      ring
    rw [thetaTerm, mul_assoc, ← Complex.exp_add, ht]
  rw [hf, intervalIntegral.integral_const_mul, integral_harmonic]
  by_cases h : winding p = j
  · rw [Set.indicator_of_mem (show p ∈ {p : ℕ × ℕ | winding p = j} from h),
      if_pos (sub_eq_zero.mpr h)]
    field_simp
  · simp [h, sub_eq_zero]
```

The index type `{p : ℕ × ℕ // winding p = j}` contains exactly the configurations with $n-m=j$. The theorem says that, for every integer $j$,

$$\sum_{n-m=j}\frac{k^{n+m}}{n!\,m!} = c_j .$$

By hand, insert the double series into the definition of $c_j$ and exchange sum and integral:

$$c_j = \sum_{n,m}w_{n,m}\,\frac1{2\pi}\int_0^{2\pi}e^{i(n-m-j)\theta}\,d\theta = \sum_{n-m=j}w_{n,m}.$$

The exchange is justified by dominated convergence, with $|w_{n,m}|$ as the bound. In Lean, `hs` says that these bounds are summable, which follows from the convergence at $\theta=0$.

The statement `hI` is the exchange itself, with the angle called `t`. Its five bullets check that each term is measurable, that it is bounded by $|w_{n,m}|$, that the bounds are summable, that their sum is integrable over the period, and that the series converges at each angle.

The rest is orthogonality. The sum over one sector is rewritten as a sum over all pairs in which the other weights are replaced by zero; this is the `Set.indicator`. `hf` combines the two phases into one harmonic of index $n-m-j$, and `integral_harmonic` evaluates it. The final `by_cases` treats pairs inside and outside the sector.

## One sector as a single series, and all sectors together

```lean
/-- For a net displacement by `j ≥ 0` wells, the Fourier coefficient is the single series
over the number `m` of anti-instantons with terms `k^(2m+j)/((m+j)! m!)`. -/
theorem hasSum_sector_series (k : ℝ) (j : ℕ) :
    HasSum (fun m : ℕ =>
      ((k ^ (2 * m + j) / ((m + j).factorial * m.factorial) : ℝ) : ℂ))
      (bandFourier k j) := by
  let g : ℕ → {p : ℕ × ℕ // winding p = (j : ℤ)} :=
    fun m => ⟨(m + j, m), by simp [winding]⟩
  have hg : Function.Bijective g := by
    constructor
    · intro a b hab
      exact congrArg (fun q => q.1.2) hab
    · rintro ⟨⟨n, m⟩, h⟩
      refine ⟨m, Subtype.ext (Prod.ext ?_ rfl)⟩
      simp only [winding] at h
      change m + j = n
      omega
  convert (Equiv.ofBijective g hg).hasSum_iff.mpr (hasSum_sector k j) using 1
  funext m
  change _ = ((weight k (m + j, m) : ℝ) : ℂ)
  simp only [weight]
  rw [show m + j + m = 2 * m + j by ring]
```

For $j\ge0$, the condition $n-m=j$ leaves $m$ free and fixes $n=m+j$. Hence

$$c_j = \sum_{m\ge0}\frac{k^{2m+j}}{(m+j)!\,m!}.$$

The map `g` sends $m$ to the pair $(m+j,m)$. `hg` shows that it reaches every configuration of the sector exactly once, and the previous theorem is carried across this relabelling. In this statement `j` is a natural number; sectors with negative winding are covered by `hasSum_sector`.

In a program, the factorials need not be computed afresh for each term. Start from $a_0=k^j/j!$ and use

$$a_{m+1} = \frac{k^2}{(m+1)(m+j+1)}\,a_m .$$

For $k=1$, $j=0$ the terms are $1, 1, \tfrac14, \tfrac1{36},\dots$, and the sum is about $2.2796$.

A second route is a discrete Fourier transform of $e^{2k\cos\theta}$ on the $N$ angles $2\pi s/N$ with $s=0,\dots,N-1$. It returns $c_j$ plus all $c_{j+qN}$ with integer $q\neq0$, so $N$ must be large enough for those to be negligible. Here the transform includes a factor $1/N$, the discrete counterpart of $d\theta/2\pi$. Agreement between the two routes tests this normalisation. It does not test the sign in the exponent, because $e^{2k\cos\theta}$ is even in $\theta$ and so $c_{-j}=c_j$.

```lean
/-- The amplitudes of the winding sectors, weighted with the Bloch phases `exp(ijθ)`, sum
over all integers `j` to `exp(2k cos θ)`. -/
theorem hasSum_over_sectors (k θ : ℝ) :
    HasSum (fun j : ℤ => bandFourier k j * exp ((j : ℂ) * θ * I))
      ((Real.exp (2 * k * Real.cos θ) : ℝ) : ℂ) := by
  -- group the configurations by their winding
  have h := (Equiv.sigmaFiberEquiv winding).hasSum_iff.mpr (hasSum_thetaTerm k θ)
  refine h.sigma fun j => ?_
  have hfun : (fun p : {p : ℕ × ℕ // winding p = j} => thetaTerm k θ p.1)
      = fun p => (weight k p.1 : ℂ) * exp ((j : ℂ) * θ * I) := by
    funext p
    rw [thetaTerm, p.2]
  have hj : HasSum (fun p : {p : ℕ × ℕ // winding p = j} => thetaTerm k θ p.1)
      (bandFourier k j * exp ((j : ℂ) * θ * I)) := by
    rw [hfun]
    exact (hasSum_sector k j).mul_right _
  exact hj

end

end DiluteInstantonGas
```

The last theorem puts the sectors back together:

$$\sum_{j\in\mathbb Z}c_j\,e^{ij\theta} = e^{2k\cos\theta}.$$

By hand, sort the terms of the double series by $j=n-m$. Within one group the phase is the common factor $e^{ij\theta}$, and the remaining weights sum to $c_j$. Regrouping is allowed because the double series converges absolutely.

In Lean, `Equiv.sigmaFiberEquiv winding` does the sorting, `h.sigma` sums group by group, and `hj` gives the sum of one group from `hasSum_sector`. The Fourier series of $e^{2k\cos\theta}$ is thus recovered at every angle from the instanton sum, with no appeal to a general convergence theorem for Fourier series.

```lean
#print axioms DiluteInstantonGas.band_energy
#print axioms DiluteInstantonGas.hasSum_sector
#print axioms DiluteInstantonGas.hasSum_sector_series
#print axioms DiluteInstantonGas.hasSum_over_sectors
```

```
'DiluteInstantonGas.band_energy' depends on axioms: [propext, Classical.choice, Quot.sound]
'DiluteInstantonGas.hasSum_sector' depends on axioms: [propext, Classical.choice, Quot.sound]
'DiluteInstantonGas.hasSum_sector_series' depends on axioms: [propext, Classical.choice, Quot.sound]
'DiluteInstantonGas.hasSum_over_sectors' depends on axioms: [propext, Classical.choice, Quot.sound]
```
